# For a symmetric pair quantity without self-terms, the double sum over atoms is twice the sum over pairs

Let `f i j` be a real quantity attached to two atoms of a finite set, symmetric in the two and zero when they coincide. The lemma `two_mul_sum_pairs` states that summing `f` over all ordered choices of `i` and `j` gives twice the sum over pairs counted once. The atoms carry a linear order, and a pair is counted once by requiring its first member to be less than its second. The proof turns the sum over pairs into a double sum restricted to `i < j`, splits the full double sum into the parts `i < j` and `j < i`, and shows by symmetry that these are equal.

The first attempt, which Lean rejects:

```lean
import Mathlib

open scoped InnerProductSpace Topology

namespace TetratomicDistances

noncomputable section

/-- The pairs of atoms, each counted once. -/
abbrev Pair (ι : Type*) [LinearOrder ι] := {p : ι × ι // p.1 < p.2}

variable {ι E : Type*} [Fintype ι] [LinearOrder ι]
  [NormedAddCommGroup E] [InnerProductSpace ℝ E]

/-- For a symmetric pair quantity without self-terms, the double sum over atoms is twice the
sum over pairs. -/
theorem two_mul_sum_pairs (f : ι → ι → ℝ) (hs : ∀ i j, f i j = f j i) (hd : ∀ i, f i i = 0) :
    2 * ∑ p : Pair ι, f p.1.1 p.1.2 = ∑ i, ∑ j, f i j := by
  have hp : ∑ p : Pair ι, f p.1.1 p.1.2 = ∑ i, ∑ j, if i < j then f i j else 0 := by
    have h := (Finset.sum_subtype (Finset.univ.filter fun p : ι × ι => p.1 < p.2)
      (by simp) (fun p => f p.1 p.2)).symm
    rw [h, Finset.sum_filter, Fintype.sum_prod_type]
  have hsw : ∑ i, ∑ j, (if j < i then f i j else 0)
      = ∑ i, ∑ j, if i < j then f i j else 0 := by
    rw [Finset.sum_comm]
    refine Finset.sum_congr rfl fun i _ => Finset.sum_congr rfl fun j _ => ?_
    rw [hs j i]
  have hsplit : ∑ i, ∑ j, f i j = (∑ i, ∑ j, if i < j then f i j else 0)
      + ∑ i, ∑ j, if j < i then f i j else 0 := by
    simp only [← Finset.sum_add_distrib]
    refine Finset.sum_congr rfl fun i _ => Finset.sum_congr rfl fun j _ => ?_
    rcases lt_trichotomy i j with h | h | h
    · simp [h, lt_asymm h]
    · subst h
      simp [hd]
    · simp [h, lt_asymm h]
  rw [hsplit, hsw, hp, two_mul]

end

end TetratomicDistances
```

The error:

```
Main.lean:21:7: error: unsolved goals
ι : Type u_1
inst✝¹ : Fintype ι
inst✝ : LinearOrder ι
f : ι → ι → ℝ
hs : ∀ (i j : ι), f i j = f j i
hd : ∀ (i : ι), f i i = 0
⊢ ∀ (a b : ι), a < b ↔ ?m.93 (a, b)
```

What went wrong. The error lies in the step that passes between a sum over the subtype `Pair ι` and a sum over a filtered finite set. `Finset.sum_subtype` needs a proof that membership of the set is equivalent to the subtype's predicate, and that predicate is an implicit argument. Here `have h := …` gave no statement from which Lean could read it, and the filtered set alone does not determine it. So `simp` reduced membership to `a < b` but was left with `a < b ↔ ?m.93 (a, b)`, where `?m.93` is the unknown predicate, and it did not choose a value for it.

The repair supplies the predicate explicitly with `(p := fun p : ι × ι => p.1 < p.2)`, so both sides of the equivalence are known and `simp` can prove it. The stated type of `h` also fixes which two sums are being equated, and lets the set be written as `_`. Introducing the pair with `fun p =>` before `simp`, and annotating its type in the summand, are mere tidying.

The change, after which it compiles:

```diff
@@ -18,6 +18,8 @@
     2 * ∑ p : Pair ι, f p.1.1 p.1.2 = ∑ i, ∑ j, f i j := by
   have hp : ∑ p : Pair ι, f p.1.1 p.1.2 = ∑ i, ∑ j, if i < j then f i j else 0 := by
-    have h := (Finset.sum_subtype (Finset.univ.filter fun p : ι × ι => p.1 < p.2)
-      (by simp) (fun p => f p.1 p.2)).symm
+    have h : ∑ p : Pair ι, f p.1.1 p.1.2
+        = ∑ p ∈ Finset.univ.filter (fun p : ι × ι => p.1 < p.2), f p.1 p.2 :=
+      (Finset.sum_subtype (p := fun p : ι × ι => p.1 < p.2) _
+        (fun p => by simp) (fun p : ι × ι => f p.1 p.2)).symm
     rw [h, Finset.sum_filter, Fintype.sum_prod_type]
   have hsw : ∑ i, ∑ j, (if j < i then f i j else 0)
```
